# A positive definite matrix anticommutes only with zero and commutes with everything that commutes with its square

Let \(p>0\) and \(q\ge 0\) be real numbers, and let \(x\) be a complex number with \(px+xq=0\). Multiplying by \(\bar x\) gives

\[
p\,|x|^2+q\,|x|^2=0 .
\]

Both terms are nonnegative, so each of them vanishes, and \(p>0\) then leaves only \(x=0\). If negative numbers are admitted, the conclusion fails: for \(p=1\) and \(q=-1\) every \(x\) is a solution.

The same question arises for operators. If \(X\) anticommutes with a Hamiltonian \(H\), it sends an eigenvector of energy \(E\) either to zero or to an eigenvector of energy \(-E\). Chiral symmetries of lattice models act in this way. When all energies are positive there is no partner level at \(-E\), so \(X\) should vanish. A second question is whether an operator that commutes with \(H^2\) also commutes with \(H\). Squaring merges the levels \(E\) and \(-E\), and an operator that mixes them can commute with \(H^2\) alone. For positive energies no such merging takes place.

Both answers follow from a statement about two square matrices, \(P\) positive definite and \(Q\) positive semidefinite, and a rectangular matrix \(X\) on which \(P\) acts from the left and \(Q\) from the right:

\[
PX+XQ=0\;\Rightarrow\;X=0,
\qquad
P^2X=XQ^2\;\Rightarrow\;PX=XQ .
\]

Setting \(Q=P\) gives the anticommutator and the commutator.

## Finite matrices and the two Pauli matrices

Operators are represented by complex matrices in an orthonormal basis. In the code `m` and `n` are finite index sets, not numbers: `Matrix m n ℂ` has rows labelled by `m` and columns labelled by `n`. The adjoint \(X^\dagger\) is written `Xᴴ`, where the superscript has nothing to do with a Hamiltonian. The order on the complex numbers is the one in which \(0\le z\) means that \(z\) is real and nonnegative.

The proofs below do not carry over directly to a Hamiltonian on an infinite-dimensional Hilbert space: there the traces may diverge, and unbounded operators have domains to respect. The theorems therefore apply to finite models.

```lean
import Mathlib

open Matrix
open scoped ComplexOrder

namespace PositiveAnticommutator

variable {m n : Type*} [Fintype m] [Fintype n]
```

Two Pauli matrices serve later as a counterexample. They are written \(\sigma_x\) and \(\sigma_z\) in the text, because the letter \(X\) stands for an arbitrary matrix. The first exchanges the two basis states,

\[
\sigma_x=\begin{pmatrix}0&1\\1&0\end{pmatrix},
\]

```lean
/-- The Pauli matrix X. -/
def pauliX : Matrix (Fin 2) (Fin 2) ℂ := !![0, 1; 1, 0]
```

and the second has one positive and one negative eigenvalue,

\[
\sigma_z=\begin{pmatrix}1&0\\0&-1\end{pmatrix}.
\]

```lean
/-- The Pauli matrix Z. -/
def pauliZ : Matrix (Fin 2) (Fin 2) ℂ := !![1, 0; 0, -1]
```

## The trace of X†PX as a sum over columns

For matrices, the number \(p|x|^2\) is replaced by \(\operatorname{tr}(X^\dagger PX)\). Let \(x_j\) be the \(j\)-th column of \(X\), with entries \(X_{ij}\). Writing out the diagonal entries gives

\[
\operatorname{tr}(X^\dagger PX)
=\sum_j\sum_i \overline{X_{ij}}\,(PX)_{ij}
=\sum_j x_j^\dagger P x_j .
\]

The columns are not normalised. For a nonzero column the expectation value of \(P\) in the corresponding state is \(x_j^\dagger Px_j/x_j^\dagger x_j\), so each term is this value times the squared norm of the column.

```lean
/-- The trace of `X† P X` is the sum of the (unnormalised) expectation values of `P`
in the columns of `X`. -/
theorem trace_sandwich (P : Matrix m m ℂ) (X : Matrix m n ℂ) :
    (Xᴴ * P * X).trace =
      ∑ j, star (fun i => X i j) ⬝ᵥ (P *ᵥ (fun i => X i j)) := by
  rw [Matrix.mul_assoc]
  rfl
```

In Lean the column \(x_j\) is the function `fun i => X i j`, `*ᵥ` applies a matrix to a vector, and `⬝ᵥ` is the dot product without conjugation, which `star` supplies. Once the product is bracketed as \(X^\dagger(PX)\), the two sides agree by definition.

If \(P\) is positive semidefinite, then \(x_j^\dagger Px_j\ge 0\) for every column, and the sum is nonnegative:

\[
\operatorname{tr}(X^\dagger PX)\ge 0 .
\]

```lean
/-- For a positive semidefinite `P` the trace of `X† P X` is nonnegative. -/
theorem trace_sandwich_nonneg {P : Matrix m m ℂ} (hP : P.PosSemidef)
    (X : Matrix m n ℂ) : 0 ≤ (Xᴴ * P * X).trace := by
  rw [trace_sandwich]
  exact Finset.sum_nonneg fun j _ => hP.dotProduct_mulVec_nonneg _
```

The hypothesis `P.PosSemidef` says that \(P\) is Hermitian and that \(v^\dagger Pv\ge0\) for all vectors \(v\). The proof applies the second property to each column and adds the results.

If \(P\) is positive definite, \(v^\dagger Pv>0\) for every \(v\ne0\). Suppose that the trace vanishes. A sum of nonnegative terms is zero only if every term is zero, so \(x_j^\dagger Px_j=0\) for each \(j\). A nonzero column would make its term strictly positive. Hence all columns vanish, and \(X=0\).

```lean
/-- For a positive definite `P` the trace of `X† P X` vanishes only if `X = 0`. -/
theorem eq_zero_of_trace_sandwich {P : Matrix m m ℂ} (hP : P.PosDef)
    {X : Matrix m n ℂ} (h : (Xᴴ * P * X).trace = 0) : X = 0 := by
  rw [trace_sandwich] at h
  -- a vanishing sum of nonnegative expectation values vanishes term by term
  have hterm := (Finset.sum_eq_zero_iff_of_nonneg
    (fun j _ => hP.posSemidef.dotProduct_mulVec_nonneg _)).1 h
  ext i j
  by_contra hne
  have hx : (fun i => X i j) ≠ 0 := fun h0 => hne (congrFun h0 i)
  exact (hP.dotProduct_mulVec_pos hx).ne' (hterm j (Finset.mem_univ j))
```

The line `hterm` records that the terms vanish one by one. The rest argues by contradiction from a single entry: if \(X_{ij}\neq0\), the \(j\)-th column is nonzero, and strict positivity contradicts `hterm` at that \(j\).

## No nonzero solution of PX + XQ = 0

Multiply \(PX+XQ=0\) from the left by \(X^\dagger\) and take the trace:

\[
0=\operatorname{tr}\bigl(X^\dagger(PX+XQ)\bigr)
=\operatorname{tr}(X^\dagger PX)+\operatorname{tr}(X^\dagger XQ).
\]

Cyclicity of the trace turns the second term into

\[
\operatorname{tr}(X^\dagger XQ)=\operatorname{tr}(XQX^\dagger),
\]

which is the sandwich of \(Q\) with \(X^\dagger\) in the role of \(X\). Both traces are nonnegative and add up to zero, so both vanish. Since \(P\) is positive definite, \(\operatorname{tr}(X^\dagger PX)=0\) gives \(X=0\).

```lean
/-- If `P` is positive definite, `Q` is positive semidefinite and `P X + X Q = 0`,
then `X = 0`. For `Q = P` this says that only zero anticommutes with `P`. -/
theorem eq_zero_of_anticommute {P : Matrix m m ℂ} {Q : Matrix n n ℂ}
    (hP : P.PosDef) (hQ : Q.PosSemidef) {X : Matrix m n ℂ}
    (h : P * X + X * Q = 0) : X = 0 := by
  have h1 := trace_sandwich_nonneg hP.posSemidef X
  have h2 := trace_sandwich_nonneg hQ Xᴴ
  rw [Matrix.conjTranspose_conjTranspose] at h2
  -- multiply by X† and use the cyclicity of the trace
  have hsum : (Xᴴ * P * X).trace + (X * Q * Xᴴ).trace = 0 := by
    rw [Matrix.trace_mul_comm (X * Q) Xᴴ, Matrix.mul_assoc Xᴴ P X,
      ← Matrix.trace_add, ← Matrix.mul_add, h, Matrix.mul_zero, Matrix.trace_zero]
  exact eq_zero_of_trace_sandwich hP ((add_eq_zero_iff_of_nonneg h1 h2).1 hsum).1
```

The two nonnegative traces are `h1` and `h2`. The second comes from the lemma applied to `Xᴴ`, with \((X^\dagger)^\dagger=X\) simplified afterwards. The equation `hsum` is the traced identity, and its first rewrite is the cyclic step. The last line extracts the vanishing of the first trace and passes it to the previous lemma.

The theorem assumes definiteness of \(P\) alone; \(Q\) may have zero eigenvalues. With \(Q=P\), the theorem shows that a Hamiltonian matrix of finite size which anticommutes with some nonzero matrix, as one with a chiral symmetry does, is not positive definite.

## From the squares back to the matrices

Suppose now that \(P^2X=XQ^2\). The matrix

\[
D=PX-XQ
\]

measures how far \(X\) is from intertwining \(P\) and \(Q\), that is, from satisfying \(PX=XQ\). It obeys

\[
PD+DQ
=P^2X-PXQ+PXQ-XQ^2
=P^2X-XQ^2
=0 .
\]

The previous theorem applies to \(D\) and gives \(D=0\), which is \(PX=XQ\).

```lean
/-- If `P` is positive definite, `Q` is positive semidefinite and `X` intertwines their
squares, `P² X = X Q²`, then `X` intertwines `P` and `Q` themselves. -/
theorem intertwine_of_sq [DecidableEq m] [DecidableEq n]
    {P : Matrix m m ℂ} {Q : Matrix n n ℂ}
    (hP : P.PosDef) (hQ : Q.PosSemidef) {X : Matrix m n ℂ}
    (h : P ^ 2 * X = X * Q ^ 2) : P * X = X * Q := by
  -- the defect D = P X - X Q satisfies P D + D Q = P² X - X Q² = 0
  have hD : P * (P * X - X * Q) + (P * X - X * Q) * Q = 0 := by
    rw [Matrix.mul_sub, Matrix.sub_mul, ← Matrix.mul_assoc P P X,
      ← Matrix.mul_assoc P X Q, Matrix.mul_assoc X Q Q, ← sq P, ← sq Q, h]
    abel
  exact sub_eq_zero.1 (eq_zero_of_anticommute hP hQ hD)
```

The step `hD` is the displayed calculation: the rewrites expand the products and insert the hypothesis, and `abel` cancels the terms \(PXQ\). The final line applies the uniqueness theorem to \(D\) and reads \(D=0\) as an equality.

For \(Q=P\) this says that a matrix commuting with \(P^2\) commutes with \(P\). The converse holds for any square matrix, since \(PX=XP\) gives

\[
P^2X=PXP=XP^2 .
\]

Together,

\[
P^2X=XP^2\iff PX=XP .
\]

```lean
/-- A matrix commutes with the square of a positive definite `P` exactly when it
commutes with `P`. -/
theorem commute_sq_iff [DecidableEq m] {P : Matrix m m ℂ} (hP : P.PosDef)
    (X : Matrix m m ℂ) : P ^ 2 * X = X * P ^ 2 ↔ P * X = X * P :=
  ⟨fun h => intertwine_of_sq hP hP.posSemidef h,
    fun h => (Commute.pow_left (show Commute P X from h) 2).eq⟩
```

The two entries between the angle brackets are the two directions of the equivalence.

In electronic structure, \(P^2\) can be the overlap matrix \(S\) of a finite, linearly independent basis, with \(P=S^{1/2}\) its positive definite square root. A permutation of equivalent orbitals that leaves all overlaps unchanged commutes with \(S\). By the theorem it also commutes with \(S^{1/2}\), the matrix whose inverse is used in symmetric orthogonalisation.

The notation \(S^{1/2}\) presupposes that \(S\) has only one positive definite square root. This follows from the intertwining theorem with the identity matrix in place of \(X\). If \(P\) is positive definite, \(Q\) is positive semidefinite and \(P^2=Q^2\), then

\[
P^2\,1=1\,Q^2\;\Rightarrow\;P\,1=1\,Q\;\Rightarrow\;P=Q .
\]

```lean
/-- A positive definite matrix and a positive semidefinite matrix with the same square
are equal. -/
theorem eq_of_sq_eq [DecidableEq m] {P Q : Matrix m m ℂ}
    (hP : P.PosDef) (hQ : Q.PosSemidef) (h : P ^ 2 = Q ^ 2) : P = Q := by
  have h1 : P * 1 = 1 * Q :=
    intertwine_of_sq hP hQ (by rw [Matrix.mul_one, Matrix.one_mul, h])
  rwa [Matrix.mul_one, Matrix.one_mul] at h1
```

The theorem compares two given roots, one definite and one semidefinite. It does not construct a root of a given matrix.

## Two coupled sites with positive energies

Take two equivalent sites with on-site energy 2 and coupling 1, in arbitrary units:

\[
P=\begin{pmatrix}2&1\\1&2\end{pmatrix},
\qquad
P^2=\begin{pmatrix}5&4\\4&5\end{pmatrix}.
\]

The matrix \(\sigma_x\) exchanges the sites, and

\[
P^2\sigma_x=\begin{pmatrix}4&5\\5&4\end{pmatrix}=\sigma_xP^2 .
\]

Positive definiteness can be read off from the decomposition

\[
P=1+B^\dagger B,
\qquad
B=\begin{pmatrix}1&1\\0&0\end{pmatrix},
\]

because \(v^\dagger Pv=|v_0|^2+|v_1|^2+|v_0+v_1|^2\) is positive for every nonzero \(v\). The components are numbered from 0, as in Lean. This gives an instance of the commutation hypothesis in which neither matrix is a multiple of the identity.

```lean
/-- The matrix with rows (2, 1) and (1, 2) is positive definite, and its square commutes
with Pauli X. -/
theorem commute_sq_witness :
    (!![2, 1; 1, 2] : Matrix (Fin 2) (Fin 2) ℂ).PosDef ∧
      (!![2, 1; 1, 2] : Matrix (Fin 2) (Fin 2) ℂ) ^ 2 * pauliX =
        pauliX * (!![2, 1; 1, 2] : Matrix (Fin 2) (Fin 2) ℂ) ^ 2 := by
  constructor
  · -- write the matrix as 1 + B† B
    have h : (!![2, 1; 1, 2] : Matrix (Fin 2) (Fin 2) ℂ) =
        1 + (!![1, 1; 0, 0] : Matrix (Fin 2) (Fin 2) ℂ)ᴴ * !![1, 1; 0, 0] := by
      ext i j
      fin_cases i <;> fin_cases j <;>
        norm_num [Matrix.mul_apply, Fin.sum_univ_two, Matrix.conjTranspose_apply]
    rw [h]
    exact Matrix.PosDef.one.add_posSemidef (Matrix.posSemidef_conjTranspose_mul_self _)
  · ext i j
    fin_cases i <;> fin_cases j <;>
      norm_num [pauliX, sq, Matrix.mul_apply, Fin.sum_univ_two]
```

The first half of the proof checks the decomposition entry by entry and then uses that the identity is positive definite and \(B^\dagger B\) positive semidefinite. The second half compares the four entries of the two products.

## A negative eigenvalue can defeat both claims

The matrix \(\sigma_z\) is Hermitian with eigenvalues \(1\) and \(-1\). Its products with \(\sigma_x\) are

\[
\sigma_z\sigma_x=\begin{pmatrix}0&1\\-1&0\end{pmatrix},
\qquad
\sigma_x\sigma_z=\begin{pmatrix}0&-1\\1&0\end{pmatrix}.
\]

They add up to zero although \(\sigma_x\neq0\), so the first claim fails. They are also different, so \(\sigma_x\) does not commute with \(\sigma_z\). Yet \(\sigma_z^2=1\) commutes with every \(2\times2\) matrix, so the second claim fails too. Hermiticity of \(P\) is therefore not enough for either claim. This is the one-number example with \(p=1\) and \(q=-1\): \(\sigma_x\) connects the two levels whose energies cancel.

```lean
/-- Pauli Z is Hermitian and anticommutes with the nonzero Pauli X; its square commutes
with Pauli X, while Pauli Z itself does not. -/
theorem pauli_counterexample :
    pauliZ.IsHermitian ∧ pauliZ * pauliX + pauliX * pauliZ = 0 ∧ pauliX ≠ 0 ∧
      pauliZ ^ 2 * pauliX = pauliX * pauliZ ^ 2 ∧
      pauliZ * pauliX ≠ pauliX * pauliZ := by
  refine ⟨?_, ?_, ?_, ?_, ?_⟩
  · ext i j
    fin_cases i <;> fin_cases j <;> simp [pauliZ, Matrix.conjTranspose_apply]
  · ext i j
    fin_cases i <;> fin_cases j <;>
      simp [pauliX, pauliZ]
  · intro h
    have h01 := congrFun (congrFun h 0) 1
    simp [pauliX] at h01
  · ext i j
    fin_cases i <;> fin_cases j <;>
      simp [pauliX, pauliZ, sq, Matrix.mul_apply, Fin.sum_univ_two]
  · intro h
    have h01 := congrFun (congrFun h 0) 1
    norm_num [pauliX, pauliZ, Matrix.mul_apply, Fin.sum_univ_two] at h01
```

The five parts of the statement are proved in order. The equalities are checked on all four entries. For the two inequalities it suffices to look at the entry in row 0 and column 1, which is \(1\) in \(\sigma_x\), \(1\) in \(\sigma_z\sigma_x\) and \(-1\) in \(\sigma_x\sigma_z\).

## A zero eigenvalue defeats the first claim

Let \(E_0\) and \(E_1\) be the projectors onto the two basis states:

\[
E_0=\begin{pmatrix}1&0\\0&0\end{pmatrix},
\qquad
E_1=\begin{pmatrix}0&0\\0&1\end{pmatrix}.
\]

Then \(E_0E_1=E_1E_0=0\), so \(E_0E_1+E_1E_0=0\) with \(E_1\neq0\). The matrix \(E_0\) is positive semidefinite because \(E_0=E_0^\dagger E_0\). Semidefiniteness of \(P\) is thus too weak to exclude nonzero anticommuting matrices: such a matrix can live on the states of zero energy.

The example is no objection to the commutation claim, since a projector equals its own square. In an eigenbasis of a semidefinite \(P\) with eigenvalues \(p_i\), the relation \(P^2X=XP^2\) reads \((p_i^2-p_j^2)X_{ij}=0\), which still forces \(p_i=p_j\) wherever \(X_{ij}\neq0\); this extension is an informal remark and has no Lean proof here.

```lean
/-- The projector onto the first basis state is positive semidefinite and anticommutes
with the projector onto the second, which is not zero. -/
theorem semidefinite_counterexample :
    (!![1, 0; 0, 0] : Matrix (Fin 2) (Fin 2) ℂ).PosSemidef ∧
      (!![1, 0; 0, 0] : Matrix (Fin 2) (Fin 2) ℂ) * !![0, 0; 0, 1] +
        !![0, 0; 0, 1] * !![1, 0; 0, 0] = 0 ∧
      (!![0, 0; 0, 1] : Matrix (Fin 2) (Fin 2) ℂ) ≠ 0 := by
  refine ⟨?_, ?_, ?_⟩
  · -- a projector equals its own B† B
    have h : (!![1, 0; 0, 0] : Matrix (Fin 2) (Fin 2) ℂ)ᴴ * !![1, 0; 0, 0] =
        !![1, 0; 0, 0] := by
      ext i j
      fin_cases i <;> fin_cases j <;>
        simp [Matrix.mul_apply, Fin.sum_univ_two, Matrix.conjTranspose_apply]
    rw [← h]
    exact Matrix.posSemidef_conjTranspose_mul_self _
  · ext i j
    fin_cases i <;> fin_cases j <;> simp
  · intro h
    have h11 := congrFun (congrFun h 1) 1
    simp at h11

end PositiveAnticommutator
```

```lean
#print axioms PositiveAnticommutator.eq_zero_of_anticommute
-- 'PositiveAnticommutator.eq_zero_of_anticommute' depends on axioms: [propext, Classical.choice, Quot.sound]
#print axioms PositiveAnticommutator.commute_sq_iff
-- 'PositiveAnticommutator.commute_sq_iff' depends on axioms: [propext, Classical.choice, Quot.sound]
#print axioms PositiveAnticommutator.pauli_counterexample
-- 'PositiveAnticommutator.pauli_counterexample' depends on axioms: [propext, Classical.choice, Quot.sound]
#print axioms PositiveAnticommutator.semidefinite_counterexample
-- 'PositiveAnticommutator.semidefinite_counterexample' depends on axioms: [propext, Classical.choice, Quot.sound]
```
